# At a strictly positive density, the one-particle constrained search reaches its bond bound exactly when the hopping is unfrustrated

Put one particle on two sites, 0 and 1, joined by a real hopping $t$, with zero on-site energies and site densities $\rho_0$ and $\rho_1$. The density fixes $|\psi_0|$ and $|\psi_1|$, so only the relative phase $\theta$ is free. The energy is $2t\sqrt{\rho_0\rho_1}\cos\theta$, and its minimum is $-2|t|\sqrt{\rho_0\rho_1}$.

Now join three sites pairwise by the same $t$, with density $1/3$ on each. The energy is

$$t\left(|\psi_0+\psi_1+\psi_2|^2-1\right).$$

If each bond could choose its phase alone, the total would be $-2|t|$. For $t\le 0$, equal phases achieve this. For $t>0$, every pair would need opposite phases, which three sites cannot arrange. The best choice is phases 120° apart, with energy $-t$ instead of $-2t$. The hopping is then frustrated.

## Energy, density and gauge

The sites form a finite set `n`, and $T$ is a complex matrix on it, with on-site energies on the diagonal and hoppings elsewhere.

In Lean 4 with Mathlib:

```lean
import Mathlib

open Matrix Finset

namespace FrustrationTest

noncomputable section

variable {n : Type*} [Fintype n] [DecidableEq n]
```

The energy of an orbital $\psi$ is $E(\psi)=\mathrm{Re}\,\langle\psi,T\psi\rangle$. For Hermitian $T$ this is the full expectation value, by part (a).

```lean
/-- The energy of the orbital `ψ`: the real part of the expectation value of `T`. -/
def energy (T : Matrix n n ℂ) (ψ : n → ℂ) : ℝ := (star ψ ⬝ᵥ T *ᵥ ψ).re
```

An orbital has density $\rho$ if $|\psi_i|^2=\rho_i$ on every site. A physical density sums to 1, but the theorems do not need this.

```lean
/-- The orbitals whose site density is `ρ`. -/
def orbitals (ρ : n → ℝ) : Set (n → ℂ) := {ψ | ∀ i, ‖ψ i‖ ^ 2 = ρ i}
```

The constrained search $F_{LL}(\rho)$ is the infimum of $E$ over these orbitals. For Hermitian $T$ with any external potential left out, it is the Levy–Lieb functional for a single spinless particle: there is no interaction, and only pure states are searched.

```lean
/-- The constrained search: the infimum of the energy over all orbitals of density `ρ`. -/
def FLL (T : Matrix n n ℂ) (ρ : n → ℝ) : ℝ := sInf (energy T '' orbitals ρ)
```

The bond bound is

$$B(\rho)=\sum_i \mathrm{Re}(T_{ii})\,\rho_i-\sum_i\sum_{j\ne i}|T_{ij}|\sqrt{\rho_i\rho_j}.$$

The double sum runs over ordered pairs, so each bond is counted in both directions. For Hermitian $T$ it is the total gain if every bond could choose its phase alone.

```lean
/-- The on-site energy minus the sum of `‖T i j‖ * √(ρ i * ρ j)` over all ordered pairs of distinct
sites. -/
def bondBound (T : Matrix n n ℂ) (ρ : n → ℝ) : ℝ :=
  ∑ i, (T i i).re * ρ i - ∑ i, ∑ j ∈ univ.erase i, ‖T i j‖ * √(ρ i * ρ j)
```

$T$ is unfrustrated if there are phases $u_i$ with $|u_i|=1$ such that $D=\mathrm{diag}(u)$ makes every off-diagonal entry of $D^*TD$ real and nonpositive. This is a condition on $T$ alone; the density does not enter.

```lean
/-- Some diagonal unitary `D` makes every off-diagonal entry of `Dᴴ T D` real and nonpositive. -/
def Unfrustrated (T : Matrix n n ℂ) : Prop :=
  ∃ u : n → ℂ, (∀ i, ‖u i‖ = 1) ∧ ∀ i j, i ≠ j →
    (((diagonal u)ᴴ * T * diagonal u) i j).im = 0 ∧
    (((diagonal u)ᴴ * T * diagonal u) i j).re ≤ 0
```

## (a) Hermitian hopping gives a real expectation value

**Task.** Show that $\langle\psi,T\psi\rangle=E(\psi)$ for Hermitian $T$.

**Solution.** Conjugate the double sum, use $\overline{T_{ij}}=T_{ji}$, and exchange the names of the indices:

$$\overline{\sum_{i,j}\bar\psi_iT_{ij}\psi_j}=\sum_{i,j}\bar\psi_jT_{ji}\psi_i=\sum_{i,j}\bar\psi_iT_{ij}\psi_j.$$

A number equal to its conjugate is real. In the code, `Finset.sum_comm` exchanges the indices and `hT.apply` uses hermiticity. No later part needs this hypothesis.

```lean
omit [DecidableEq n] in
/-- For a Hermitian hopping matrix the expectation value is real and equals the energy. -/
theorem expectation_eq_energy {T : Matrix n n ℂ} (hT : T.IsHermitian) (ψ : n → ℂ) :
    star ψ ⬝ᵥ T *ᵥ ψ = (energy T ψ : ℂ) := by
  refine (Complex.conj_eq_iff_re.mp ?_).symm
  change star (star ψ ⬝ᵥ T *ᵥ ψ) = star ψ ⬝ᵥ T *ᵥ ψ
  simp only [dotProduct, Matrix.mulVec, Pi.star_apply, Finset.mul_sum, star_sum, star_mul',
    star_star]
  rw [Finset.sum_comm]
  refine Finset.sum_congr rfl fun i _ => Finset.sum_congr rfl fun j _ => ?_
  rw [hT.apply i j]
  ring
```

## (b) The energy as a sum over pairs

**Task.** Write $E(\psi)$ as a double sum.

**Solution.** Expand the matrix product and take the real part term by term: $E(\psi)=\sum_{i,j}\mathrm{Re}(\bar\psi_iT_{ij}\psi_j)$.

```lean
omit [DecidableEq n] in
lemma energy_eq_sum (T : Matrix n n ℂ) (ψ : n → ℂ) :
    energy T ψ = ∑ i, ∑ j, (star (ψ i) * T i j * ψ j).re := by
  simp only [energy, dotProduct, Matrix.mulVec, Pi.star_apply, Finset.mul_sum,
    Complex.re_sum, mul_assoc]
```

## (c) The entries after a change of phases

**Task.** Compute $(D^*TD)_{ij}$.

**Solution.** The left factor multiplies row $i$ by $\bar u_i$ and the right factor multiplies column $j$ by $u_j$, which gives $\bar u_iT_{ij}u_j$.

```lean
lemma gauge_apply (T : Matrix n n ℂ) (u : n → ℂ) (i j : n) :
    ((diagonal u)ᴴ * T * diagonal u) i j = star (u i) * T i j * u j := by
  rw [Matrix.diagonal_conjTranspose, Matrix.mul_diagonal, Matrix.diagonal_mul, Pi.star_apply]
```

## (d) When a complex number equals minus its modulus

**Task.** Show that $\mathrm{Re}\,z=-|z|$ holds iff $z$ is real and nonpositive.

**Solution.** Let $z=x+iy$, so $|z|^2=x^2+y^2$. If $x=-|z|$, then $x^2=|z|^2$, hence $y=0$, and $x\le 0$. Conversely, if $y=0$ and $x\le 0$, then $|z|=-x$.

```lean
lemma re_eq_neg_norm_iff (z : ℂ) : z.re = -‖z‖ ↔ z.im = 0 ∧ z.re ≤ 0 := by
  have h := Complex.sq_norm z
  rw [Complex.normSq_apply] at h
  constructor
  · intro h1
    have h2 : z.im * z.im = 0 := by linear_combination (‖z‖ - z.re) * h1 - h
    exact ⟨mul_self_eq_zero.mp h2, by linarith [norm_nonneg z]⟩
  · rintro ⟨him, hre⟩
    have h2 : ‖z‖ = -z.re :=
      (sq_eq_sq₀ (norm_nonneg z) (by linarith)).mp (by rw [h, him]; ring)
    linarith
```

## (e) The density fixes the modulus of each bond term

**Task.** Find $|\bar\psi_iT_{ij}\psi_j|$ for an orbital of density $\rho$.

**Solution.** It is $|T_{ij}|\,|\psi_i|\,|\psi_j|=|T_{ij}|\sqrt{\rho_i\rho_j}$. The code replaces $\rho_i$ by $|\psi_i|^2$ and takes the root of a square.

```lean
omit [Fintype n] [DecidableEq n] in
lemma norm_bond (T : Matrix n n ℂ) {ρ : n → ℝ} {ψ : n → ℂ} (hψ : ψ ∈ orbitals ρ) (i j : n) :
    ‖star (ψ i) * T i j * ψ j‖ = ‖T i j‖ * √(ρ i * ρ j) := by
  have hi : ‖ψ i‖ ^ 2 = ρ i := hψ i
  have hj : ‖ψ j‖ ^ 2 = ρ j := hψ j
  rw [← hi, ← hj, ← mul_pow, Real.sqrt_sq (by positivity), norm_mul, norm_mul, norm_star]
  ring
```

## (f) Energy equals bound plus excess

**Task.** Let $z_{ij}=\bar\psi_iT_{ij}\psi_j$. Show that

$$E(\psi)=B(\rho)+\sum_i\sum_{j\ne i}\left(\mathrm{Re}\,z_{ij}+|z_{ij}|\right).$$

**Solution.** The diagonal terms in (b) are $\mathrm{Re}(T_{ii})|\psi_i|^2=\mathrm{Re}(T_{ii})\rho_i$. Add and subtract $|z_{ij}|$ in each remaining term. By (e), the subtracted part is the double sum in $B(\rho)$. In the code, `hdiag` treats the diagonal and `hsplit` separates it from the bonds.

```lean
/-- The energy of an orbital of density `ρ` is the bond bound plus the sum, over all ordered pairs
of distinct sites, of the real part and the modulus of `star (ψ i) * T i j * ψ j`. -/
theorem energy_eq_bound_add_excess (T : Matrix n n ℂ) {ρ : n → ℝ} {ψ : n → ℂ}
    (hψ : ψ ∈ orbitals ρ) :
    energy T ψ = bondBound T ρ + ∑ i, ∑ j ∈ univ.erase i,
      ((star (ψ i) * T i j * ψ j).re + ‖star (ψ i) * T i j * ψ j‖) := by
  have hdiag : ∀ i, (star (ψ i) * T i i * ψ i).re = (T i i).re * ρ i := by
    intro i
    have hi : ‖ψ i‖ ^ 2 = ρ i := hψ i
    rw [← hi, Complex.sq_norm, Complex.normSq_apply]
    simp only [Complex.star_def, Complex.mul_re, Complex.mul_im, Complex.conj_re,
      Complex.conj_im]
    ring
  -- separate the on-site terms from the bonds
  have hsplit : energy T ψ = ∑ i, ((T i i).re * ρ i +
      ∑ j ∈ univ.erase i, (star (ψ i) * T i j * ψ j).re) := by
    rw [energy_eq_sum]
    refine Finset.sum_congr rfl fun i _ => ?_
    rw [← hdiag i]
    exact (Finset.add_sum_erase univ (fun j => (star (ψ i) * T i j * ψ j).re)
      (Finset.mem_univ i)).symm
  rw [hsplit, bondBound]
  simp only [norm_bond T hψ, Finset.sum_add_distrib]
  ring
```

## (g) No excess is negative

**Task.** Show that $\mathrm{Re}\,z+|z|\ge 0$.

**Solution.** This follows from $-\mathrm{Re}\,z\le|\mathrm{Re}\,z|\le|z|$.

```lean
lemma excess_nonneg (z : ℂ) : 0 ≤ z.re + ‖z‖ := by
  linarith [Complex.abs_re_le_norm z, neg_abs_le z.re]
```

## (h) Every admissible orbital respects the bound

**Task.** Deduce $B(\rho)\le E(\psi)$.

**Solution.** By (f), the difference is a sum of excesses, and by (g) each is nonnegative.

```lean
/-- Every orbital of density `ρ` has an energy of at least the bond bound. -/
theorem bound_le_energy (T : Matrix n n ℂ) {ρ : n → ℝ} {ψ : n → ℂ} (hψ : ψ ∈ orbitals ρ) :
    bondBound T ρ ≤ energy T ψ := by
  rw [energy_eq_bound_add_excess T hψ]
  exact le_add_of_nonneg_right
    (Finset.sum_nonneg fun i _ => Finset.sum_nonneg fun j _ => excess_nonneg _)
```

## (i) The search has a minimiser

**Task.** For $\rho_i\ge 0$, show that some orbital of density $\rho$ has energy $F_{LL}(\rho)$.

**Solution.** The admissible $\psi_i$ form a circle of radius $\sqrt{\rho_i}$, which is a single point if $\rho_i=0$. The admissible orbitals are a finite product of such circles, hence a compact set. It contains $\psi_i=\sqrt{\rho_i}$, so it is nonempty. By (b) the energy is continuous, so it attains its infimum. These facts are `hset`, `hcomp`, `hne` and `hcont`.

```lean
omit [DecidableEq n] in
/-- At a nonnegative density, the constrained search is attained by an orbital of that density. -/
theorem exists_minimiser (T : Matrix n n ℂ) {ρ : n → ℝ} (hρ : ∀ i, 0 ≤ ρ i) :
    ∃ ψ ∈ orbitals ρ, FLL T ρ = energy T ψ := by
  -- the admissible orbitals form a product of circles
  have hset : orbitals ρ = Set.pi Set.univ (fun i => Metric.sphere (0 : ℂ) (√(ρ i))) := by
    ext ψ
    simp only [orbitals, Set.mem_ofPred_eq, Set.mem_pi, Set.mem_univ, forall_true_left,
      mem_sphere_zero_iff_norm]
    exact forall_congr' fun i => ⟨fun h => by rw [← h, Real.sqrt_sq (norm_nonneg _)],
      fun h => by rw [h, Real.sq_sqrt (hρ i)]⟩
  have hcomp : IsCompact (orbitals ρ) := by
    rw [hset]
    exact isCompact_univ_pi fun i => isCompact_sphere _ _
  have hne : (orbitals ρ).Nonempty := ⟨fun i => ((√(ρ i) : ℝ) : ℂ), fun i => by
    rw [Complex.norm_real, Real.norm_eq_abs, sq_abs, Real.sq_sqrt (hρ i)]⟩
  have hcont : Continuous (energy T) := by
    rw [show energy T = _ from funext (energy_eq_sum T)]
    refine continuous_finsetSum _ fun i _ => continuous_finsetSum _ fun j _ =>
      Complex.continuous_re.comp ?_
    exact ((continuous_star.comp (continuous_apply i)).mul continuous_const).mul
      (continuous_apply j)
  exact hcomp.exists_sInf_image_eq hne hcont.continuousOn
```

## (j) The frustration test

**Task.** Let $\rho_i>0$ on every site. Show that $F_{LL}(\rho)\ge B(\rho)$, with equality iff $T$ is unfrustrated.

**Solution.** Take a minimiser $\psi$ from (i). The inequality is (h) applied to $\psi$.

Suppose equality holds. By (f) the excesses of $\psi$ sum to zero, and since none is negative, each vanishes. By (d), every $z_{ij}$ with $i\ne j$ is real and nonpositive. Since $\rho_i>0$, we can set $u_i=\psi_i/|\psi_i|$, and then

$$\bar u_iT_{ij}u_j=\frac{z_{ij}}{|\psi_i||\psi_j|}$$

is real and nonpositive too. The code obtains the vanishing terms by applying `Finset.sum_eq_zero_iff_of_nonneg` twice, once for each sum.

Conversely, let $u$ be phases that make $T$ unfrustrated, and set $\varphi_i=\sqrt{\rho_i}\,u_i$. This orbital has density $\rho$, and

$$\bar\varphi_iT_{ij}\varphi_j=\sqrt{\rho_i}\sqrt{\rho_j}\;\bar u_iT_{ij}u_j$$

is real and nonpositive for $i\ne j$. By (d) every excess vanishes, so $E(\varphi)=B(\rho)$. Hence $F_{LL}(\rho)\le B(\rho)$, which is the step `csInf_le`, and equality follows.

For lattice density functional theory with one particle and unfrustrated hopping, this gives the functional as an explicit expression in the density, namely $B(\rho)$.

```lean
/-- Frustration test: at a strictly positive density the constrained search is at least the
bond bound, with equality exactly when `T` is unfrustrated. -/
theorem frustration_test (T : Matrix n n ℂ) {ρ : n → ℝ} (hρ : ∀ i, 0 < ρ i) :
    bondBound T ρ ≤ FLL T ρ ∧ (FLL T ρ = bondBound T ρ ↔ Unfrustrated T) := by
  obtain ⟨ψ, hψ, hmin⟩ := exists_minimiser T fun i => (hρ i).le
  have hle : bondBound T ρ ≤ FLL T ρ := hmin ▸ bound_le_energy T hψ
  refine ⟨hle, fun heq => ?_, ?_⟩
  · -- equality: no bond of the minimiser has an excess, and its phases are the gauge
    have hsum := energy_eq_bound_add_excess T hψ
    rw [← hmin, heq, left_eq_add] at hsum
    have hpos : ∀ i, ‖ψ i‖ ≠ 0 := fun i h0 => by
      have hi : ‖ψ i‖ ^ 2 = ρ i := hψ i
      rw [h0] at hi
      linarith [hρ i]
    refine ⟨fun i => ((‖ψ i‖⁻¹ : ℝ) : ℂ) * ψ i, fun i => ?_, fun i j hij => ?_⟩
    · rw [norm_mul, Complex.norm_real, norm_inv, norm_norm, inv_mul_cancel₀ (hpos i)]
    · have h1 := (Finset.sum_eq_zero_iff_of_nonneg fun i _ =>
        Finset.sum_nonneg fun j _ => excess_nonneg _).mp hsum i (Finset.mem_univ i)
      have h2 := (Finset.sum_eq_zero_iff_of_nonneg fun j _ => excess_nonneg _).mp h1 j
        (Finset.mem_erase.mpr ⟨hij.symm, Finset.mem_univ j⟩)
      obtain ⟨him, hre⟩ := (re_eq_neg_norm_iff _).mp (eq_neg_of_add_eq_zero_left h2)
      have hz : star (((‖ψ i‖⁻¹ : ℝ) : ℂ) * ψ i) * T i j * (((‖ψ j‖⁻¹ : ℝ) : ℂ) * ψ j) =
          ((‖ψ i‖⁻¹ * ‖ψ j‖⁻¹ : ℝ) : ℂ) * (star (ψ i) * T i j * ψ j) := by
        rw [star_mul', Complex.star_def, Complex.conj_ofReal, Complex.ofReal_mul]
        ring
      rw [gauge_apply, hz, Complex.im_ofReal_mul, Complex.re_ofReal_mul, him, mul_zero]
      exact ⟨rfl, mul_nonpos_of_nonneg_of_nonpos (by positivity) hre⟩
  · -- conversely, the gauge phases times the root of the density reach the bound
    rintro ⟨u, hu, hT⟩
    have hφ : (fun i => ((√(ρ i) : ℝ) : ℂ) * u i) ∈ orbitals ρ := fun i => by
      rw [norm_mul, hu i, mul_one, Complex.norm_real, Real.norm_eq_abs, sq_abs,
        Real.sq_sqrt (hρ i).le]
    have hE := energy_eq_bound_add_excess T hφ
    rw [Finset.sum_eq_zero, add_zero] at hE
    · refine le_antisymm ?_ hle
      rw [← hE]
      refine csInf_le ⟨bondBound T ρ, ?_⟩ ⟨_, hφ, rfl⟩
      rintro _ ⟨χ, hχ, rfl⟩
      exact bound_le_energy T hχ
    · intro i _
      refine Finset.sum_eq_zero fun j hj => ?_
      obtain ⟨him, hre⟩ := hT i j (Finset.ne_of_mem_erase hj).symm
      rw [gauge_apply] at him hre
      have hz : star (((√(ρ i) : ℝ) : ℂ) * u i) * T i j * (((√(ρ j) : ℝ) : ℂ) * u j) =
          ((√(ρ i) * √(ρ j) : ℝ) : ℂ) * (star (u i) * T i j * u j) := by
        rw [star_mul', Complex.star_def, Complex.conj_ofReal, Complex.ofReal_mul]
        ring
      have hb := (re_eq_neg_norm_iff (((√(ρ i) * √(ρ j) : ℝ) : ℂ) *
        (star (u i) * T i j * u j))).mpr
        ⟨by rw [Complex.im_ofReal_mul, him, mul_zero], by
          rw [Complex.re_ofReal_mul]
          exact mul_nonpos_of_nonneg_of_nonpos (by positivity) hre⟩
      rw [hz, hb, neg_add_cancel]
```

## (k) The loop test

**Task.** Let $T$ be unfrustrated and $i,j,k$ distinct sites. Show that $T_{ij}T_{jk}T_{ki}$ is real and nonpositive.

**Solution.** Let $a=\bar u_iT_{ij}u_j$, $b=\bar u_jT_{jk}u_k$ and $c=\bar u_kT_{ki}u_i$, all real and nonpositive. In the product $abc$ each phase meets its conjugate and $\bar u_iu_i=1$, so $T_{ij}T_{jk}T_{ki}=abc$. Since $ab\ge 0$ and $c\le 0$, the product is nonpositive. The test runs in one direction: a triangle that violates it proves frustration.

```lean
/-- Loop test: if `T` is unfrustrated, the product of the hoppings around any triangle of
sites is real and nonpositive. -/
theorem loop_test {T : Matrix n n ℂ} (h : Unfrustrated T) {i j k : n}
    (hij : i ≠ j) (hjk : j ≠ k) (hki : k ≠ i) :
    (T i j * T j k * T k i).im = 0 ∧ (T i j * T j k * T k i).re ≤ 0 := by
  obtain ⟨u, hu, hT⟩ := h
  have hu' : ∀ i, star (u i) * u i = 1 := fun i => by
    rw [Complex.star_def, Complex.conj_mul', hu i]
    simp
  have hr : ∀ i j, i ≠ j → ∃ r : ℝ, r ≤ 0 ∧ star (u i) * T i j * u j = (r : ℂ) := by
    intro i j hij
    obtain ⟨him, hre⟩ := hT i j hij
    rw [gauge_apply] at him hre
    exact ⟨_, hre, Complex.ext (Complex.ofReal_re _).symm (him.trans (Complex.ofReal_im _).symm)⟩
  obtain ⟨a, ha, ea⟩ := hr i j hij
  obtain ⟨b, hb, eb⟩ := hr j k hjk
  obtain ⟨c, hc, ec⟩ := hr k i hki
  -- the gauge phases cancel around the loop
  have hprod : T i j * T j k * T k i = ((a * b * c : ℝ) : ℂ) := by
    calc T i j * T j k * T k i
        = (star (u i) * u i) * (star (u j) * u j) * (star (u k) * u k) *
          (T i j * T j k * T k i) := by rw [hu' i, hu' j, hu' k]; ring
      _ = (star (u i) * T i j * u j) * (star (u j) * T j k * u k) *
          (star (u k) * T k i * u i) := by ring
      _ = ((a * b * c : ℝ) : ℂ) := by rw [ea, eb, ec]; push_cast; ring
  have hab : 0 ≤ a * b := by nlinarith [mul_nonneg (neg_nonneg.2 ha) (neg_nonneg.2 hb)]
  rw [hprod, Complex.ofReal_im, Complex.ofReal_re]
  exact ⟨rfl, mul_nonpos_of_nonneg_of_nonpos hab hc⟩
```

## (l) The uniform triangle

The three sites are now 0, 1 and 2, with zero on-site energy and the same real hopping $t$ on every bond.

```lean
/-- Three sites, each pair joined by the same real hopping `t`. -/
def triangle (t : ℝ) : Matrix (Fin 3) (Fin 3) ℂ := fun i j => if i = j then 0 else (t : ℂ)
```

**Task.** For strictly positive $\rho$, show that $F_{LL}(\rho)=B(\rho)$ iff $t\le 0$.

**Solution.** By (j), the question is whether the triangle is unfrustrated. If it is, (k) gives $t^3\le 0$, so $t\le 0$. If $t\le 0$, the choice $u_i=1$ works, because the off-diagonal entries are already real and nonpositive.

```lean
/-- On the uniform triangle the constrained search equals the bond bound at a strictly
positive density exactly when the hopping is nonpositive. -/
theorem triangle_saturates_iff (t : ℝ) {ρ : Fin 3 → ℝ} (hρ : ∀ i, 0 < ρ i) :
    FLL (triangle t) ρ = bondBound (triangle t) ρ ↔ t ≤ 0 := by
  rw [(frustration_test (triangle t) hρ).2]
  constructor
  · intro h
    have h3 := (loop_test h (i := 0) (j := 1) (k := 2) (by decide) (by decide) (by decide)).2
    have h4 : (triangle t 0 1 * triangle t 1 2 * triangle t 2 0).re = t * t * t := by
      simp [triangle]
    rw [h4] at h3
    by_contra hneg
    have ht : 0 < t := not_le.mp hneg
    have : 0 < t * t * t := by positivity
    linarith
  · intro ht
    refine ⟨fun _ => 1, fun _ => norm_one, fun i j hij => ?_⟩
    rw [gauge_apply]
    simp [triangle, hij, ht]

end

end FrustrationTest
```

## An empty site hides the frustration

Strict positivity matters for one direction of (j). Take the triangle with $t=1$ and $\rho=(1/2,\,1/2,\,0)$. The orbital $\psi=(1,-1,0)/\sqrt2$ has this density and energy $-1$, and $B(\rho)=-1$ as well, so the search reaches the bound. Yet the hopping is frustrated, since the product around the loop is $1$. With site 2 empty, its two bonds contribute nothing, and the particle sees only the bond between 0 and 1.

```lean
#print axioms FrustrationTest.expectation_eq_energy
-- 'FrustrationTest.expectation_eq_energy' depends on axioms: [propext, Classical.choice, Quot.sound]
#print axioms FrustrationTest.triangle_saturates_iff
-- 'FrustrationTest.triangle_saturates_iff' depends on axioms: [propext, Classical.choice, Quot.sound]
```
